# Zero-energy states of an odd open chain with uniform hopping and no on-site terms

The theorem `wave_zero_mode` concerns one non-interacting particle on a finite open chain of 2k + 1 cells, each with the same finite set of orbitals, where the on-site blocks are zero and hopping between neighbouring cells is the identity on the orbitals. It says that the Hamiltonian matrix sends to zero any vector whose cell amplitudes are 2, 0, −2, 0, …, multiplied by an arbitrary orbital vector v. These vectors are not normalised; for a unit v, dividing by 2√(k + 1) gives a unit vector with cell amplitudes ±1/√(k + 1) alternating with zeros. The proof fixes a row of the matrix, works out what each cell j contributes to it in the step `hin`, and then adds up the cells with `wave_neighbours`.

The first attempt, which Lean rejects:

```lean
import Mathlib

open Matrix

namespace LayeredChainDegeneracy

noncomputable section

variable {ι : Type*} [Fintype ι] [DecidableEq ι]

/-- Hamiltonian of an open chain of `N + 1` cells with orbitals `ι`: on-site blocks `A i`, blocks `B
i` in row cell `i` and column cell `i + 1`, and blocks `C i` in the transposed position. -/
def chain {ι : Type*} (N : ℕ) (A B C : ℕ → Matrix ι ι ℂ) :
    Matrix (Fin (N + 1) × ι) (Fin (N + 1) × ι) ℂ := fun p q =>
  if q.1.val = p.1.val then A p.1.val p.2 q.2
  else if q.1.val = p.1.val + 1 then B p.1.val p.2 q.2
  else if p.1.val = q.1.val + 1 then C q.1.val p.2 q.2
  else 0

/-- The cell amplitudes `i^j + (-i)^j`, that is `2, 0, -2, 0, 2, ...`. -/
def wave (j : ℕ) : ℂ := Complex.I ^ j + (-Complex.I) ^ j

/-- On an open chain of `2k + 1` cells, the amplitudes `wave` on the neighbours of any cell
add up to zero. -/
theorem wave_neighbours (k i : ℕ) (hi : i < 2 * k + 1) :
    ∑ n ∈ Finset.range (2 * k + 1),
      ((if n = i + 1 then wave n else 0) + (if i = n + 1 then wave n else 0)) = 0 := by
  cases i with
  | zero =>
    have w1 : wave 1 = 0 := by simp [wave]
    apply Finset.sum_eq_zero
    intro n _
    by_cases h : n = 1
    · subst h
      simp [w1]
    · simp [h]
  | succ t =>
    simp only [Finset.sum_add_distrib, Nat.add_right_cancel_iff, Finset.sum_ite_eq,
      Finset.sum_ite_eq', Finset.mem_range]
    rw [if_pos (show t < 2 * k + 1 by omega)]
    by_cases h : t + 1 + 1 < 2 * k + 1
    · rw [if_pos h]
      simp only [wave, pow_succ]
      linear_combination (Complex.I ^ t + (-Complex.I) ^ t) * Complex.I_mul_I
    · -- the last cell has a single neighbour, on which the wave has a node
      have hodd : Odd t := ⟨k - 1, by omega⟩
      rw [if_neg h]
      simp [wave, hodd.neg_pow]

/-- With zero on-site blocks and identity hopping on `2k + 1` cells, `wave` times any orbital
vector `v` is annihilated by the Hamiltonian. -/
theorem wave_zero_mode (k : ℕ) (v : ι → ℂ) :
    chain (2 * k) (fun _ => 0) (fun _ => 1) (fun _ => 1) *ᵥ
      (fun p => wave p.1.val * v p.2) = 0 := by
  ext ⟨i, a⟩
  have hin : ∀ j : Fin (2 * k + 1),
      ∑ b, chain (2 * k) (fun _ => 0) (fun _ => 1) (fun _ => 1) (i, a) (j, b) *
        (wave j.val * v b) = ((if j.val = i.val + 1 then wave j.val else 0) +
          (if i.val = j.val + 1 then wave j.val else 0)) * v a := by
    intro j
    by_cases h1 : j.val = i.val
    · simp [chain, h1]
    by_cases h2 : j.val = i.val + 1
    · simp [chain, h2, Matrix.one_apply]
    by_cases h3 : i.val = j.val + 1
    · simp [chain, h3, Matrix.one_apply]
    · simp [chain, h1, h2, h3]
  have hs := (Fin.sum_univ_eq_sum_range (fun n => (if n = i.val + 1 then wave n else 0) +
    (if i.val = n + 1 then wave n else 0)) (2 * k + 1)).trans (wave_neighbours k i.val i.isLt)
  simp only [Matrix.mulVec, dotProduct, Fintype.sum_prod_type, Pi.zero_apply]
  rw [Finset.sum_congr rfl (fun j _ => hin j), ← Finset.sum_mul, hs, zero_mul]

end

end LayeredChainDegeneracy
```

Lean reports:

```
Main.lean:64:4: error: unsolved goals
case pos
ι : Type u_1
inst✝¹ : Fintype ι
inst✝ : DecidableEq ι
k : ℕ
v : ι → ℂ
i : Fin (2 * k + 1)
a : ι
j : Fin (2 * k + 1)
h1 : ¬↑j = ↑i
h2 : ↑j = ↑i + 1
⊢ (↑i = ↑i + 1 + 1 → wave (↑i + 1) = 0) ∨ v a = 0
Main.lean:66:4: error: unsolved goals
case pos
ι : Type u_1
inst✝¹ : Fintype ι
inst✝ : DecidableEq ι
k : ℕ
v : ι → ℂ
i : Fin (2 * k + 1)
a : ι
j : Fin (2 * k + 1)
h1 : ¬↑j = ↑i
h2 : ¬↑j = ↑i + 1
h3 : ↑i = ↑j + 1
⊢ (↑j = ↑j + 1 + 1 → wave ↑j = 0) ∨ v a = 0
```

As a diff, the version that Lean accepts:

```diff
@@ -62,7 +62,9 @@
     · simp [chain, h1]
     by_cases h2 : j.val = i.val + 1
-    · simp [chain, h2, Matrix.one_apply]
+    · have h4 : ¬ i.val = i.val + 1 + 1 := by omega
+      simp [chain, h2, h4, Matrix.one_apply]
     by_cases h3 : i.val = j.val + 1
-    · simp [chain, h3, Matrix.one_apply]
+    · have h4 : ¬ j.val = j.val + 1 + 1 := by omega
+      simp [chain, h3, h4, Matrix.one_apply]
     · simp [chain, h1, h2, h3]
   have hs := (Fin.sum_univ_eq_sum_range (fun n => (if n = i.val + 1 then wave n else 0) +
```

Cause. Both errors are in `hin`, in the cases where cell j is the right or the left neighbour of cell i. The right-hand side there is a sum of two `if` terms, one for each side, and only one of them should survive. After `simp` substitutes the case hypothesis, the condition of the other term reads `↑i = ↑i + 1 + 1` in the first case and `↑j = ↑j + 1 + 1` in the second. No natural number satisfies either equation, but `simp` did not reduce them to `False`. It cancelled the matching terms and the common factor `v a`, and was left with the goal that the unwanted term vanishes or `v a = 0`.

The goals are true, since an implication from an impossible equation always holds. The repair has `omega` prove in each case that the equation is false, and passes that fact to `simp` as `h4`. The condition then becomes `False`, the extra term becomes zero, and the two sides agree.
